# det(1 + A) as a sum of principal minors over all sets of occupied orbitals

Take two orbitals and a one-particle matrix with rows \((a, b)\) and \((c, d)\). Each row of \(1 + A\) is a sum of two rows, one from the identity and one from \(A\). The determinant is linear in each row, so it splits into four:

\[
\det\begin{pmatrix}1+a & b\\ c & 1+d\end{pmatrix}
= \det\begin{pmatrix}1&0\\0&1\end{pmatrix}
+ \det\begin{pmatrix}a&b\\0&1\end{pmatrix}
+ \det\begin{pmatrix}1&0\\c&d\end{pmatrix}
+ \det\begin{pmatrix}a&b\\c&d\end{pmatrix}
= 1 + a + d + (ad - bc).
\]

The four terms belong to the four ways of filling two orbitals with identical fermions: none occupied, the first, the second, both. A row taken from \(A\) marks an occupied orbital, and a row taken from the identity marks an empty one. In the second determinant the off-diagonal entry \(b\) is present but contributes nothing, because the identity row below it has a zero in the occupied column. The general proof uses the same two facts.

For any finite set of orbitals the result is

\[
\det(1 + A) = \sum_S \det A_{SS},
\]

where \(S\) runs over all sets of orbitals, the empty one included, and \(A_{SS}\) keeps the rows and columns of \(A\) that lie in \(S\). With \(A = e^{-\beta(h-\mu)}\), where \(h\) is the one-particle Hamiltonian, \(\beta\) the inverse temperature and \(\mu\) the chemical potential, this is the grand partition function of non-interacting fermions in finitely many orbitals. In finite-temperature determinant quantum Monte Carlo, the same determinant gives the fermion weight of one auxiliary-field configuration, in which the particles do not interact with each other and \(A\) is a product of one-particle propagators.

## Orbitals, configurations and their weights

The orbitals are the elements of a finite type `n`, and the matrix entries lie in a commutative ring `R`. Real and complex matrices are included, and \(A\) need not be Hermitian or invertible. Spin can be part of the orbital label.

```lean
import Mathlib

open Matrix

namespace GrandCanonicalMinors

variable {n R : Type*} [Fintype n] [DecidableEq n] [CommRing R]
```

A configuration is a `Finset n`, the set \(S\) of occupied orbitals. Its weight is the principal minor \(\det A_{SS}\). In Lean, `submatrix` restricts both indices of `A` to the elements of `S`. For \(S = \varnothing\) the determinant is that of an empty matrix, which is 1, the weight of the vacuum.

```lean
/-- The principal minor of the one-particle matrix `A` on the set `S` of occupied orbitals. -/
def principalMinor (A : Matrix n n R) (S : Finset n) : R :=
  (A.submatrix (Subtype.val : S → n) (Subtype.val : S → n)).det
```

The \(N\)-particle trace collects the configurations with \(N\) particles:

\[
Z_N = \sum_{|S| = N} \det A_{SS}.
\]

The sets with \(N\) elements are listed by `powersetCard N`. This is a definition in terms of minors; the antisymmetric \(N\)-particle space is not constructed. The next step supplies the link to Slater determinants.

```lean
/-- The `N`-particle trace of `A`: the sum of its principal minors over all sets of `N`
occupied orbitals. -/
def canonicalTrace (A : Matrix n n R) (N : ℕ) : R :=
  ∑ S ∈ (Finset.univ : Finset n).powersetCard N, principalMinor A S
```

## The minor as a Slater matrix element

Let \(e_i\) be orthonormal orbitals, and form the unnormalised antisymmetrised product over \(S\),

\[
\Psi_S = \sum_{\sigma} \operatorname{sgn}(\sigma) \bigotimes_{i \in S} e_{\sigma(i)},
\]

where \(\sigma\) runs over the permutations of \(S\). The elements of \(S\) also serve as labels for the particle slots. With \(A_{ij} = \langle e_i | A | e_j\rangle\), the diagonal matrix element of \(A \otimes \cdots \otimes A\) is

\[
\langle \Psi_S | A \otimes \cdots \otimes A | \Psi_S \rangle
= \sum_{\tau}\sum_{\sigma} \operatorname{sgn}(\sigma)\operatorname{sgn}(\tau) \prod_{i \in S} A_{\sigma(i)\,\tau(i)} .
\]

Fix \(\tau\). The sum over \(\sigma\), without the factor \(\operatorname{sgn}(\tau)\), is the determinant of \(A_{SS}\) with its columns permuted by \(\tau\), which equals \(\operatorname{sgn}(\tau)\det A_{SS}\). The remaining sign squares to 1, so each \(\tau\) contributes \(\det A_{SS}\). There are \(|S|!\) of them, and the total is \(|S|!\,\det A_{SS}\).

The squared norm of \(\Psi_S\) is \(|S|!\), as the case \(A = 1\) shows. The normalised Slater determinant \(\Psi_S/\sqrt{|S|!}\) therefore has matrix element exactly \(\det A_{SS}\). For each \(S\) with \(N\) elements, number the slots from 1 to \(N\), in any order; this does not affect the matrix element. The states then form an orthonormal basis of the antisymmetric \(N\)-particle space, so \(Z_N\) is the trace of \(A \otimes \cdots \otimes A\) over it.

The Lean statement is the double sum itself, with the factorial kept on the right so that nothing has to be divided in `R`. In the proof, `key` is the claim for fixed `τ`; `det_permute'` supplies the sign of the column permutation, and `hs` says that the sign squares to 1. The last `simp only` counts the permutations.

```lean
omit [Fintype n] in
/-- The double sum over permutations `σ` and `τ` of `S`, with both signs, of the products of the
entries `A (σ i) (τ i)` is `|S|!` times the principal minor of `A` on `S`. -/
theorem slater_matrix_element (A : Matrix n n R) (S : Finset n) :
    ∑ τ : Equiv.Perm S, ∑ σ : Equiv.Perm S,
      ((Equiv.Perm.sign σ : ℤ) : R) * ((Equiv.Perm.sign τ : ℤ) : R) *
        ∏ i : S, A (σ i) (τ i) = (S.card.factorial : R) * principalMinor A S := by
  -- for each fixed `τ`, the sum over `σ` is the principal minor
  have key : ∀ τ : Equiv.Perm S, ∑ σ : Equiv.Perm S,
      ((Equiv.Perm.sign σ : ℤ) : R) * ((Equiv.Perm.sign τ : ℤ) : R) *
        ∏ i : S, A (σ i) (τ i) = principalMinor A S := by
    intro τ
    let B : Matrix S S R := A.submatrix Subtype.val Subtype.val
    have h := (det_apply' (B.submatrix id τ)).symm.trans (det_permute' τ B)
    have hs : ((Equiv.Perm.sign τ : ℤ) : R) * ((Equiv.Perm.sign τ : ℤ) : R) = 1 := by
      rw [← Int.cast_mul, ← Units.val_mul, Int.units_mul_self, Units.val_one, Int.cast_one]
    calc _ = ((Equiv.Perm.sign τ : ℤ) : R) * ∑ σ : Equiv.Perm S,
          ((Equiv.Perm.sign σ : ℤ) : R) * ∏ i : S, (B.submatrix id τ) (σ i) i := by
          rw [Finset.mul_sum]
          refine Finset.sum_congr rfl fun σ _ => ?_
          simp only [B, submatrix_apply, id]
          ring
      _ = principalMinor A S := by
          rw [h, ← mul_assoc, hs, one_mul]
          rfl
  simp only [key, Finset.sum_const, Finset.card_univ, Fintype.card_perm, Fintype.card_coe,
    nsmul_eq_mul]
```

## Rows of the identity leave only the occupied block

Let \(M\) be the matrix whose rows in \(S\) come from \(A\) and whose other rows come from the identity. Ordering the occupied orbitals first gives

\[
M = \begin{pmatrix} A_{SS} & A_{S\bar S} \\ 0 & 1 \end{pmatrix},
\qquad \det M = \det A_{SS} \cdot \det 1 = \det A_{SS},
\]

where \(\bar S\) is the set of empty orbitals. The lower left block vanishes because an entry of the identity with an empty row and an occupied column is off the diagonal. The upper right block may be anything.

In Lean, `S.piecewise` takes its first argument on `S` and its second elsewhere, so no reordering of the orbitals is needed. The facts `hin` and `hout` describe the two kinds of row. `twoBlockTriangular_det` factorises the determinant, and `h1` and `h2` identify the diagonal blocks as \(A_{SS}\) and the identity.

```lean
/-- If the rows of `A` outside `S` are replaced by those of the identity, the determinant is
the principal minor of `A` on `S`. -/
theorem det_piecewise_one (A : Matrix n n R) (S : Finset n) :
    (Matrix.of (S.piecewise (fun i => A i) (fun i => (1 : Matrix n n R) i))).det
      = principalMinor A S := by
  set M : Matrix n n R :=
    Matrix.of (S.piecewise (fun i => A i) (fun i => (1 : Matrix n n R) i)) with hM
  have hin : ∀ i ∈ S, ∀ j, M i j = A i j := by
    intro i hi j
    simp [hM, Finset.piecewise, hi]
  have hout : ∀ i, i ∉ S → ∀ j, M i j = (1 : Matrix n n R) i j := by
    intro i hi j
    simp [hM, Finset.piecewise, hi]
  -- rows of empty orbitals vanish in the occupied columns, so `M` is block triangular
  have h := twoBlockTriangular_det M (fun i => i ∈ S) (by
    intro i hi j hj
    rw [hout i hi j]
    exact one_apply_ne (fun e => hi (e ▸ hj)))
  have h1 : toSquareBlockProp M (fun i => i ∈ S)
      = A.submatrix Subtype.val Subtype.val := by
    ext i j
    exact hin i.1 i.2 j.1
  have h2 : toSquareBlockProp M (fun i => ¬ i ∈ S) = 1 := by
    ext i j
    refine (hout i.1 i.2 j.1).trans ?_
    simp [one_apply, Subtype.ext_iff]
  rw [h, h1, h2, det_one, mul_one]
  unfold principalMinor
  congr!
```

## Summing over all choices of rows

Row \(i\) of \(A + 1\) is the sum of row \(i\) of \(A\) and row \(i\) of the identity. Expanding every row by linearity gives one determinant for each set \(S\) of rows taken from \(A\). By the previous step that determinant is \(\det A_{SS}\), and hence

\[
\det(1 + A) = \sum_S \det A_{SS}.
\]

Mathlib treats the determinant as an alternating multilinear map of the rows, and `map_add_univ` is the full expansion of such a map on a sum. The final line replaces each term by its minor.

```lean
/-- The determinant `det (1 + A)` is the sum, over all sets of occupied orbitals, of the
principal minors of `A`. -/
theorem det_one_add_eq_sum_principalMinor (A : Matrix n n R) :
    (1 + A).det = ∑ S : Finset n, principalMinor A S := by
  -- expand every row of `A + 1` by multilinearity
  have h : (A + 1).det = ∑ S : Finset n,
      (Matrix.of (S.piecewise (fun i => A i) (fun i => (1 : Matrix n n R) i))).det :=
    (detRowAlternating (n := n) (R := R)).toMultilinearMap.map_add_univ
      (fun i => A i) (fun i => (1 : Matrix n n R) i)
  rw [add_comm, h]
  exact Finset.sum_congr rfl fun S _ => det_piecewise_one A S
```

The same argument works if the identity is replaced by a diagonal matrix \(D\) with entries \(d_i\). The empty block then has determinant \(\prod_{i \notin S} d_i\), which leads to the neighbouring formula

\[
\det(D + A) = \sum_S \Bigl(\prod_{i \notin S} d_i\Bigr) \det A_{SS}.
\]

## Fugacities and particle number

Give each orbital \(i\) a fugacity \(z_i\), the factor by which occupying it changes the weight of a configuration. The matrix \(\operatorname{diag}(z)A\) has row \(i\) multiplied by \(z_i\), so

\[
\det\bigl(\operatorname{diag}(z)A\bigr)_{SS} = \Bigl(\prod_{i \in S} z_i\Bigr)\det A_{SS}.
\]

In the proof, `h` writes the restricted matrix as a diagonal matrix times \(A_{SS}\), and the determinant of the product factorises.

```lean
/-- Weighting each orbital `i` by a fugacity `z i` multiplies the minor on `S` by the
fugacities of the occupied orbitals. -/
theorem principalMinor_diagonal_mul (z : n → R) (A : Matrix n n R) (S : Finset n) :
    principalMinor (diagonal z * A) S = (∏ i ∈ S, z i) * principalMinor A S := by
  have h : (diagonal z * A).submatrix (Subtype.val : S → n) (Subtype.val : S → n)
      = diagonal (fun i : S => z i) * A.submatrix Subtype.val Subtype.val := by
    ext i j
    simp only [submatrix_apply, diagonal_mul]
  unfold principalMinor
  rw [h, det_mul, det_diagonal, Finset.prod_coe_sort S z]
```

Now let all fugacities equal \(z\); physically \(z = e^{\beta\mu}\) when \(A = e^{-\beta h}\). A configuration with \(N\) particles acquires the factor \(z^N\). Grouping the configurations by particle number gives

\[
\det(1 + zA) = \sum_{N=0}^{L} z^N Z_N,
\]

where \(L\) is the number of orbitals, `Fintype.card n` in the code. The sum stops at \(L\) because no orbital can be occupied twice. The Lean proof follows this order: it writes \(zA\) as a diagonal matrix times \(A\), applies the main theorem, and lets `Finset.sum_powerset` sort the sets by size.

```lean
/-- With one fugacity `z` for all orbitals, `det (1 + z A)` is the sum over particle numbers
`N` of `z ^ N` times the `N`-particle trace. -/
theorem fugacity_expansion (z : R) (A : Matrix n n R) :
    (1 + z • A).det
      = ∑ N ∈ Finset.range (Fintype.card n + 1), z ^ N * canonicalTrace A N := by
  rw [smul_eq_diagonal_mul, det_one_add_eq_sum_principalMinor, ← Finset.powerset_univ,
    Finset.sum_powerset, Finset.card_univ]
  -- collect the configurations with the same number of particles
  refine Finset.sum_congr rfl fun N _ => ?_
  unfold canonicalTrace
  rw [Finset.mul_sum]
  refine Finset.sum_congr rfl fun S hS => ?_
  rw [principalMinor_diagonal_mul, Finset.prod_const, (Finset.mem_powersetCard.1 hS).2]
```

The ends of the sum are familiar. The vacuum gives \(Z_0 = 1\), which is all that remains at \(z = 0\), and the completely filled configuration gives \(Z_L = \det A\). With no orbitals at all, both sides equal 1.

## Reading off a fixed particle number

To isolate \(Z_N\), let the fugacity be an indeterminate \(X\). The expansion holds over every commutative ring, in particular over the polynomials \(R[X]\), so

\[
\det(1 + XA) = \sum_{N=0}^{L} Z_N X^N,
\]

and \(Z_N\) is the coefficient of \(X^N\). An indeterminate is needed because in a general ring, such as a finite field, the values of a polynomial need not determine its coefficients.

In Lean, `A.map Polynomial.C` is \(A\) with its entries read as constant polynomials, and `hmap` says that its \(N\)-particle trace is the constant polynomial \(Z_N\). For \(N > L\) both sides are zero, which is the last case of the proof.

```lean
/-- The `N`-particle trace is the coefficient of `X ^ N` in the polynomial `det (1 + X A)`. -/
theorem coeff_det_one_add_X_smul (A : Matrix n n R) (N : ℕ) :
    (1 + (Polynomial.X : Polynomial R) • A.map Polynomial.C).det.coeff N
      = canonicalTrace A N := by
  have hmap : ∀ k, canonicalTrace (A.map Polynomial.C) k
      = Polynomial.C (canonicalTrace A k) := by
    intro k
    unfold canonicalTrace principalMinor
    rw [map_sum]
    exact Finset.sum_congr rfl fun S _ => (RingHom.map_det Polynomial.C _).symm
  rw [fugacity_expansion]
  simp only [hmap, Polynomial.finsetSum_coeff, Polynomial.coeff_mul_C,
    Polynomial.coeff_X_pow, ite_mul, one_mul, zero_mul, Finset.sum_ite_eq]
  split_ifs with h
  · rfl
  · -- there are no configurations with more particles than orbitals
    have hN : (Finset.univ : Finset n).card < N := by
      have := mt Finset.mem_range.2 h
      rw [Finset.card_univ]
      omega
    unfold canonicalTrace
    rw [Finset.powersetCard_eq_empty.2 hN, Finset.sum_empty]
```

## Independence of the orbital basis

Let \(P\) be an invertible matrix, not necessarily unitary. Then

\[
1 + X\,PAP^{-1} = P\,(1 + XA)\,P^{-1},
\]

and the determinants of \(P\) and \(P^{-1}\) multiply to 1. The two polynomials \(\det(1 + X\,PAP^{-1})\) and \(\det(1 + XA)\) are equal, and so are their coefficients. Every \(Z_N\) is therefore unchanged.

The individual minors can change. For \(A = \operatorname{diag}(1, 0)\) the one-particle weights are 1 and 0; after a rotation by 45° they are ½ and ½, with the same sum. In a non-orthogonal basis, \(PAP^{-1}\) is the matrix that acts on expansion coefficients, and it differs in general from the table of matrix elements \(\langle i | A | j \rangle\).

The type `(Matrix n n R)ˣ` consists of invertible matrices together with their inverses. In the proof, `hfac` is the displayed factorisation and `hpq` is \(PP^{-1} = 1\), both over the polynomial ring.

```lean
/-- The `N`-particle trace does not change under an invertible change `P` of the orbital
basis. -/
theorem canonicalTrace_conj (P : (Matrix n n R)ˣ) (A : Matrix n n R) (N : ℕ) :
    canonicalTrace (P.val * A * P.inv) N = canonicalTrace A N := by
  rw [← coeff_det_one_add_X_smul, ← coeff_det_one_add_X_smul]
  congr 1
  have hpq : P.val.map Polynomial.C * P.inv.map Polynomial.C = 1 := by
    rw [← Matrix.map_mul, P.val_inv]
    exact Matrix.map_one _ (map_zero _) (map_one _)
  have hfac : 1 + (Polynomial.X : Polynomial R) • (P.val * A * P.inv).map Polynomial.C
      = P.val.map Polynomial.C * (1 + (Polynomial.X : Polynomial R) • A.map Polynomial.C)
        * P.inv.map Polynomial.C := by
    rw [Matrix.map_mul, Matrix.map_mul, mul_add, add_mul, mul_one, hpq,
      Matrix.mul_smul, Matrix.smul_mul]
  rw [hfac, det_mul, det_mul, mul_right_comm, ← det_mul, hpq, det_one, one_mul]
```

## Eigenorbitals

Suppose \(A = P\operatorname{diag}(w)P^{-1}\), so that the columns of \(P\) are eigenorbitals with eigenvalues \(w_i\), degenerate ones listed separately. The basis change removes \(P\). A diagonal matrix has the minor \(\prod_{i \in S} w_i\) on \(S\), and therefore

\[
Z_N = \sum_{|S| = N}\ \prod_{i \in S} w_i .
\]

For \(w_i = e^{-\beta\varepsilon_i}\), with \(\varepsilon_i\) the orbital energies, this is the canonical partition function of \(N\) non-interacting fermions: each set of \(N\) levels contributes the Boltzmann factor of its total energy. Diagonalisability is a hypothesis here, built into the form of the matrix. It holds for every Hermitian \(A\), but can fail for a product of propagators; the earlier results do not need it.

The Lean proof obtains the diagonal minor from the fugacity lemma, with `w` as the fugacities and the identity as the one-particle matrix, whose minors are all 1.

```lean
/-- If `A` is diagonalised by `P` with eigenvalues `w i`, its `N`-particle trace is the sum,
over all sets of `N` eigenorbitals, of the products of their eigenvalues. -/
theorem canonicalTrace_of_diagonalised (P : (Matrix n n R)ˣ) (w : n → R) (N : ℕ) :
    canonicalTrace (P.val * diagonal w * P.inv) N
      = ∑ S ∈ (Finset.univ : Finset n).powersetCard N, ∏ i ∈ S, w i := by
  rw [canonicalTrace_conj]
  refine Finset.sum_congr rfl fun S _ => ?_
  have h1 : principalMinor (1 : Matrix n n R) S = 1 := by
    unfold principalMinor
    rw [submatrix_one _ Subtype.val_injective, det_one]
  have h := principalMinor_diagonal_mul w 1 S
  rwa [mul_one, h1, mul_one] at h

end GrandCanonicalMinors
```

```lean
#print axioms GrandCanonicalMinors.slater_matrix_element
#print axioms GrandCanonicalMinors.det_one_add_eq_sum_principalMinor
#print axioms GrandCanonicalMinors.canonicalTrace_of_diagonalised
```

```
'GrandCanonicalMinors.slater_matrix_element' depends on axioms: [propext, Classical.choice, Quot.sound]
'GrandCanonicalMinors.det_one_add_eq_sum_principalMinor' depends on axioms: [propext, Classical.choice, Quot.sound]
'GrandCanonicalMinors.canonicalTrace_of_diagonalised' depends on axioms: [propext, Classical.choice, Quot.sound]
```
